# The Boys function F₀(T) is at least 1/√(1 + 4T/π) for every T ≥ 0

## Does an expression that fits F₀ at both ends stay below it in between?

The lowest Boys function is

F₀(T) = ∫₀¹ exp(−T t²) dt, with T ≥ 0 dimensionless.

I meet it in the Coulomb repulsion of two spherical Gaussian charge clouds. For unit charges whose densities fall off as exp(−p r²) and exp(−q r²), with r measured from each cloud's own centre, centres a distance R apart and ρ = pq/(p + q), the energy in atomic units is

V(R) = 2 √(ρ/π) F₀(ρR²).

At T = 0 the function equals 1, and for large T it behaves like ½√(π/T). The expression 1/√(1 + 4T/π) has the same value at T = 0 and the same leading tail. But agreement at the two ends says nothing about the middle. Does this expression stay below F₀ throughout, or do the curves cross somewhere? And if it is a lower bound, would a constant smaller than 4/π give a sharper one?

## The curves meet only at T = 0, and 4/π is the smallest constant that works

**From F₀ to a Gaussian area.** Let E(x) = ∫₀ˣ exp(−t²) dt, which is the error function without its usual prefactor 2/√π. Rescaling the integration variable by x gives

x F₀(x²) = ∫₀¹ x exp(−(xt)²) dt = E(x).

For T > 0 set x = √T. The strict bound on F₀ is then the same as E(x) > x/√(1 + c x²) with c = 4/π, so consider the gap

g(x) = E(x) − x/√(1 + c x²), g(0) = 0.

**The slope of the gap.** The algebraic term has derivative

(1 + c x²)^(−1/2) − c x² (1 + c x²)^(−3/2) = (1 + c x²)^(−3/2),

and therefore

g′(x) = exp(−x²) − exp(−(3/2) log(1 + c x²)).

The slope is positive exactly when x² < (3/2) log(1 + c x²).

**One change of sign.** Suppose v ≤ (3/2) log(1 + c v) for some v, and let 0 < u < v. Since

1 + c u = (1 − u/v)·1 + (u/v)(1 + c v),

strict concavity of the logarithm, with log 1 = 0, gives

(3/2) log(1 + c u) > (u/v)(3/2) log(1 + c v) ≥ (u/v) v = u.

So if the slope is nonnegative at some positive point, it is positive at every smaller positive point.

**Two cases.** Fix x > 0.

If x² ≤ (3/2) log(1 + c x²), the slope is positive on (0, x), and g(x) > g(0) = 0.

Otherwise the slope is negative at x. It is also negative at every y > x, because a nonnegative slope at y would force a positive one at x. Hence g decreases strictly on [x, ∞). For z ≥ 0 the algebraic term obeys

z/√(1 + 4z²/π) ≤ √π/2,

since squaring turns this into z² ≤ π/4 + z². For z ≥ x + 1 it follows that

g(x + 1) ≥ g(z) ≥ E(z) − √π/2.

The right-hand side tends to 0 by the Gaussian integral, so g(x + 1) ≥ 0 and g(x) > g(x + 1) ≥ 0.

Dividing by √T gives the strict inequality for T > 0. At T = 0 both sides equal 1.

**The tail.** For T > 0,

F₀(T) √(1 + 4T/π) = E(√T) √(1/T + 4/π) → (√π/2)(2/√π) = 1 as T → ∞.

**The constant.** Suppose 0 ≤ a < 4/π and 1/√(1 + aT) ≤ F₀(T) for all T ≥ 0. Multiply by √T √(1 + aT) and use E ≤ √π/2:

√T ≤ E(√T) √(1 + aT) ≤ (√π/2) √(1 + aT).

Squaring gives T(4 − aπ) ≤ π, which fails at T = 2π/(4 − aπ). Conversely, if a ≥ 4/π, then 1/√(1 + aT) ≤ 1/√(1 + 4T/π) ≤ F₀(T).

**Numbers at T = 1.** The bound is 1/√2.2732 ≈ 0.663. Integrating the exponential series term by term gives

F₀(1) = 1 − 1/3 + 1/10 − 1/42 + 1/216 − …

The terms alternate and shrink, so F₀(1) lies between 0.7428 and 0.7475. The bound holds, and it is about 11% too low there.

**Negative T.** At T = −3π/16 the algebraic expression is 1/√(1/4) = 2, while F₀(T) ≤ exp(3π/16) ≈ 1.80. The condition T ≥ 0 therefore can't be relaxed to T ≥ −3π/16, although the square root is still real there.

**What it says about the repulsion.** For two single s-type Gaussian clouds, inserting the bound into the energy formula gives

V(R) ≥ 1/√(R² + π/(4ρ)),

a softened Coulomb potential with the right value at R = 0 and the right 1/R tail. The formula for V is the textbook reduction of the six-dimensional Coulomb integral; it is the step between the theorems below and actual charge clouds, and it is used here without a formal proof.

## What the Lean theorems say

`boys0 T` is F₀(T), defined for every real T as an integral over [0, 1]. `gaussArea x` is E(x), and `gap c x` is g(x) with a general constant c. There are three main results.

- `boys0_lower` assumes `0 ≤ T`. It states the inequality, and also that equality holds if and only if T = 0.
- `boys0_ratio_tendsto` states that F₀(T) √(1 + 4T/π) tends to 1 as T → ∞. It gives no rate of approach.
- `boys0_lower_iff` assumes `0 ≤ a`, which keeps 1 + aT positive for all T ≥ 0. It states that 1/√(1 + aT) is a lower bound on the whole half-line exactly when 4/π ≤ a.

All three concern F₀ alone. The higher Boys functions, which enter for p, d and further shells, are not treated, and rounding errors in a computed F₀ play no part.

```lean
import Mathlib

open Real Filter Topology

namespace BoysAlgebraicBound

noncomputable section

/-- The lowest Boys function, `F₀(T) = ∫₀¹ exp(-T t²) dt`. -/
def boys0 (T : ℝ) : ℝ := ∫ t in (0 : ℝ)..1, exp (-T * t ^ 2)

/-- The integral of the Gaussian `exp(-t²)` from `0` to `x`; for `x ≥ 0` it is the area under the
curve. -/
def gaussArea (x : ℝ) : ℝ := ∫ t in (0 : ℝ)..x, exp (-t ^ 2)

/-- The gap between the Gaussian area and the algebraic function `x / √(1 + c x²)`,
for `c ≥ 0`. -/
def gap (c x : ℝ) : ℝ := gaussArea x - x / √(1 + c * x ^ 2)

/-- Rescaling the integration variable turns the Boys function into a Gaussian area:
`x F₀(x²) = ∫₀ˣ exp(-t²) dt`. -/
theorem mul_boys0_sq (x : ℝ) : x * boys0 (x ^ 2) = gaussArea x := by
  have h : x * (∫ t in (0 : ℝ)..1, exp (-(x * t) ^ 2))
      = ∫ t in (x * 0)..(x * 1), exp (-t ^ 2) :=
    intervalIntegral.smul_integral_comp_mul_left (fun t : ℝ => exp (-t ^ 2)) x
  rw [mul_zero, mul_one] at h
  have e : ∀ t : ℝ, -x ^ 2 * t ^ 2 = -(x * t) ^ 2 := fun t => by ring
  simp only [boys0, gaussArea, e]
  exact h

/-- The Gaussian area tends to `√π / 2` as its upper limit goes to infinity. -/
theorem gaussArea_tendsto : Tendsto gaussArea atTop (𝓝 (√π / 2)) := by
  have hi : MeasureTheory.Integrable (fun t : ℝ => exp (-t ^ 2)) := by
    simpa using integrable_exp_neg_mul_sq (one_pos : (0 : ℝ) < 1)
  have hv : ∫ t in Set.Ioi (0 : ℝ), exp (-t ^ 2) = √π / 2 := by
    simpa using integral_gaussian_Ioi 1
  rw [← hv]
  exact MeasureTheory.intervalIntegral_tendsto_integral_Ioi 0 hi.integrableOn tendsto_id

/-- The Gaussian area grows at the rate `exp(-x²)`. -/
theorem gaussArea_hasDerivAt (x : ℝ) : HasDerivAt gaussArea (exp (-x ^ 2)) x := by
  have hf : Continuous (fun t : ℝ => exp (-t ^ 2)) := by fun_prop
  exact (hf.integral_hasStrictDerivAt 0 x).hasDerivAt

/-- For `c ≥ 0` the gap has slope `exp(-x²) - (1 + c x²)^(-3/2)`, the power being written
as an exponential. -/
theorem gap_hasDerivAt {c : ℝ} (hc : 0 ≤ c) (x : ℝ) :
    HasDerivAt (gap c) (exp (-x ^ 2) - exp (-(3 / 2 * log (1 + c * x ^ 2)))) x := by
  have hs : 0 < 1 + c * x ^ 2 := by positivity
  have h0 : HasDerivAt (fun y : ℝ => y ^ 2) (2 * x) x := by simpa using hasDerivAt_pow 2 x
  have h2 := ((h0.const_mul c).const_add 1).sqrt hs.ne'
  have h3 := (hasDerivAt_id' x).fun_div h2 (Real.sqrt_pos.2 hs).ne'
  have hexp : exp (-(3 / 2 * log (1 + c * x ^ 2)))
      = ((1 + c * x ^ 2) * √(1 + c * x ^ 2))⁻¹ := by
    rw [Real.exp_neg, show 3 / 2 * log (1 + c * x ^ 2)
      = log (1 + c * x ^ 2) + log (1 + c * x ^ 2) / 2 by ring,
      Real.exp_add, Real.exp_half, Real.exp_log hs]
  have key : ∀ r : ℝ, 0 < r → r ^ 2 = 1 + c * x ^ 2 →
      (1 * r - x * (c * (2 * x) / (2 * r))) / r ^ 2 = ((1 + c * x ^ 2) * r)⁻¹ := by
    intro r hr h
    rw [← h]
    field_simp
    linear_combination h
  refine ((gaussArea_hasDerivAt x).fun_sub h3).congr_deriv ?_
  rw [hexp, key _ (Real.sqrt_pos.2 hs) (Real.sq_sqrt hs.le)]

/-- Single crossing: for `c > 0`, if `v ≤ (3/2) log(1 + c v)` at some `v`, then the strict
inequality holds at every `u` with `0 < u < v`. -/
theorem single_crossing {c u v : ℝ} (hc : 0 < c) (hu : 0 < u) (huv : u < v)
    (hv : v ≤ 3 / 2 * log (1 + c * v)) : u < 3 / 2 * log (1 + c * u) := by
  have hv0 : 0 < v := hu.trans huv
  have hcv : 0 < c * v := mul_pos hc hv0
  have q : u / v * v = u := div_mul_cancel₀ u hv0.ne'
  have m1 : (1 : ℝ) ∈ Set.Ioi (0 : ℝ) := Set.mem_Ioi.2 one_pos
  have m2 : 1 + c * v ∈ Set.Ioi (0 : ℝ) := Set.mem_Ioi.2 (by linarith)
  -- strict concavity of the logarithm between 1 and 1 + c v
  have h := strictConcaveOn_log_Ioi.2 m1 m2 (ne_of_lt (by linarith))
    (sub_pos.2 ((div_lt_one hv0).2 huv)) (div_pos hu hv0) (by ring)
  simp only [smul_eq_mul, Real.log_one, mul_zero, zero_add] at h
  have e : (1 - u / v) * 1 + u / v * (1 + c * v) = 1 + c * u := by
    linear_combination c * q
  rw [e] at h
  have h' := mul_le_mul_of_nonneg_left hv (div_pos hu hv0).le
  rw [q] at h'
  linarith

/-- For `x > 0` the Gaussian area lies strictly above `x / √(1 + 4x²/π)`. -/
theorem gaussArea_lower {x : ℝ} (hx : 0 < x) :
    x / √(1 + 4 / π * x ^ 2) < gaussArea x := by
  have hc : 0 < 4 / π := div_pos (by norm_num) pi_pos
  have hd := fun y => gap_hasDerivAt hc.le y
  have hcont : Continuous (gap (4 / π)) :=
    continuous_iff_continuousAt.2 fun y => (hd y).continuousAt
  suffices hg : 0 < gap (4 / π) x from sub_pos.1 hg
  rcases le_or_gt (x ^ 2) (3 / 2 * log (1 + 4 / π * x ^ 2)) with h | h
  · -- before the crossing the gap has been growing from zero
    have hm : StrictMonoOn (gap (4 / π)) (Set.Icc 0 x) := by
      apply strictMonoOn_of_deriv_pos (convex_Icc 0 x) hcont.continuousOn
      intro y hy
      rw [interior_Icc] at hy
      rw [(hd y).deriv, sub_pos, Real.exp_lt_exp, neg_lt_neg_iff]
      exact single_crossing hc (pow_pos hy.1 2)
        (pow_lt_pow_left₀ hy.2 hy.1.le two_ne_zero) h
    have h0 : gap (4 / π) 0 = 0 := by simp [gap, gaussArea]
    have h1 := hm (Set.left_mem_Icc.2 hx.le) (Set.right_mem_Icc.2 hx.le) hx
    rwa [h0] at h1
  · -- after the crossing the gap decreases, and it cannot end below zero
    have ha : StrictAntiOn (gap (4 / π)) (Set.Ici x) := by
      apply strictAntiOn_of_deriv_neg (convex_Ici x) hcont.continuousOn
      intro y hy
      rw [interior_Ici] at hy
      rw [(hd y).deriv, sub_neg, Real.exp_lt_exp, neg_lt_neg_iff]
      by_contra hn
      exact lt_asymm h (single_crossing hc (pow_pos hx 2)
        (pow_lt_pow_left₀ hy hx.le two_ne_zero) (not_lt.1 hn))
    have hlim : Tendsto (fun z => gaussArea z - √π / 2) atTop (𝓝 0) := by
      simpa using gaussArea_tendsto.sub_const (√π / 2)
    have hend : 0 ≤ gap (4 / π) (x + 1) := by
      refine le_of_tendsto hlim ?_
      filter_upwards [eventually_ge_atTop (x + 1)] with z hz
      have hz0 : 0 ≤ z := by linarith
      have hs : 0 < 1 + 4 / π * z ^ 2 := by positivity
      have hp : π * (4 / π) = 4 := mul_div_cancel₀ 4 pi_ne_zero
      have hb : z / √(1 + 4 / π * z ^ 2) ≤ √π / 2 := by
        rw [div_le_iff₀ (Real.sqrt_pos.2 hs),
          ← pow_le_pow_iff_left₀ hz0 (by positivity) two_ne_zero,
          mul_pow, div_pow, Real.sq_sqrt pi_pos.le, Real.sq_sqrt hs.le]
        have e : π / 2 ^ 2 * (1 + 4 / π * z ^ 2) = π / 4 + z ^ 2 := by
          linear_combination z ^ 2 / 4 * hp
        rw [e]
        linarith [pi_pos]
      have hle : gap (4 / π) z ≤ gap (4 / π) (x + 1) :=
        ha.antitoneOn (Set.mem_Ici.2 (by linarith)) (Set.mem_Ici.2 (by linarith)) hz
      have hdef : gap (4 / π) z = gaussArea z - z / √(1 + 4 / π * z ^ 2) := rfl
      linarith
    exact hend.trans_lt
      (ha (Set.mem_Ici.2 le_rfl) (Set.mem_Ici.2 (by linarith)) (by linarith))

/-- For every `T ≥ 0` the lowest Boys function is at least `1 / √(1 + 4T/π)`, with equality
exactly at `T = 0`. -/
theorem boys0_lower {T : ℝ} (hT : 0 ≤ T) :
    1 / √(1 + 4 * T / π) ≤ boys0 T ∧ (1 / √(1 + 4 * T / π) = boys0 T ↔ T = 0) := by
  rcases hT.eq_or_lt with h0 | hpos
  · subst h0
    simp [boys0]
  · have h := gaussArea_lower (Real.sqrt_pos.2 hpos)
    rw [← mul_boys0_sq, Real.sq_sqrt hT, div_eq_mul_one_div (√T)] at h
    have h' := lt_of_mul_lt_mul_left h (Real.sqrt_nonneg T)
    rw [show 4 * T / π = 4 / π * T by ring]
    exact ⟨h'.le, fun e => absurd e h'.ne, fun e => absurd e hpos.ne'⟩

/-- The algebraic bound has the correct leading behaviour at large `T`: the ratio of `F₀(T)`
to `1 / √(1 + 4T/π)` tends to one. -/
theorem boys0_ratio_tendsto :
    Tendsto (fun T => boys0 T * √(1 + 4 * T / π)) atTop (𝓝 1) := by
  have h1 : Tendsto (fun T : ℝ => gaussArea (√T)) atTop (𝓝 (√π / 2)) :=
    gaussArea_tendsto.comp Real.tendsto_sqrt_atTop
  have h2 : Tendsto (fun T : ℝ => √(T⁻¹ + 4 / π)) atTop (𝓝 (√(0 + 4 / π))) :=
    (Real.continuous_sqrt.tendsto _).comp (tendsto_inv_atTop_zero.add_const (4 / π))
  have h4 : √(4 : ℝ) = 2 := by
    rw [show (4 : ℝ) = 2 ^ 2 by norm_num]
    exact Real.sqrt_sq (by norm_num)
  have hp : √π ≠ 0 := (Real.sqrt_pos.2 pi_pos).ne'
  have e : √π / 2 * √(0 + 4 / π) = 1 := by
    rw [zero_add, Real.sqrt_div (by norm_num), h4]
    field_simp
  have h := h1.mul h2
  rw [e] at h
  refine h.congr' ?_
  filter_upwards [eventually_gt_atTop (0 : ℝ)] with T hT
  have hs : 1 + 4 * T / π = T * (T⁻¹ + 4 / π) := by
    rw [mul_add, mul_inv_cancel₀ hT.ne']
    ring
  rw [← mul_boys0_sq, Real.sq_sqrt hT.le, hs, Real.sqrt_mul hT.le]
  ring

/-- The constant `4/π` is optimal: for `a ≥ 0`, the function `1 / √(1 + a T)` is a lower bound
to `F₀(T)` for all `T ≥ 0` exactly when `a ≥ 4/π`. -/
theorem boys0_lower_iff {a : ℝ} (ha : 0 ≤ a) :
    (∀ T : ℝ, 0 ≤ T → 1 / √(1 + a * T) ≤ boys0 T) ↔ 4 / π ≤ a := by
  constructor
  · intro h
    by_contra hn
    have hd : 0 < 4 - a * π := sub_pos.2 ((lt_div_iff₀ pi_pos).1 (not_le.1 hn))
    -- a value of T so large that `√T / √(1 + a T)` exceeds the Gaussian limit `√π / 2`
    obtain ⟨T, hT, hTd⟩ : ∃ T : ℝ, 0 < T ∧ T * (4 - a * π) = 2 * π :=
      ⟨2 * π / (4 - a * π), div_pos (by positivity) hd, div_mul_cancel₀ _ hd.ne'⟩
    have hs : 0 < 1 + a * T := by positivity
    have h1 := (div_le_iff₀ (Real.sqrt_pos.2 hs)).1 (h T hT.le)
    have hmono : Monotone gaussArea := by
      apply monotone_of_deriv_nonneg fun y => (gaussArea_hasDerivAt y).differentiableAt
      intro y
      rw [(gaussArea_hasDerivAt y).deriv]
      exact (Real.exp_pos _).le
    have h2 := hmono.ge_of_tendsto gaussArea_tendsto (√T)
    rw [← mul_boys0_sq, Real.sq_sqrt hT.le] at h2
    have h3 : √T ≤ √π / 2 * √(1 + a * T) :=
      calc √T = √T * 1 := (mul_one _).symm
        _ ≤ √T * (boys0 T * √(1 + a * T)) :=
          mul_le_mul_of_nonneg_left h1 (Real.sqrt_nonneg T)
        _ = √T * boys0 T * √(1 + a * T) := by ring
        _ ≤ √π / 2 * √(1 + a * T) :=
          mul_le_mul_of_nonneg_right h2 (Real.sqrt_nonneg _)
    have h4 := pow_le_pow_left₀ (Real.sqrt_nonneg T) h3 2
    rw [mul_pow, div_pow, Real.sq_sqrt hT.le, Real.sq_sqrt pi_pos.le,
      Real.sq_sqrt hs.le] at h4
    nlinarith [pi_pos]
  · intro h T hT
    refine le_trans ?_ (boys0_lower hT).1
    have hp : 0 < 1 + 4 * T / π := by positivity
    apply one_div_le_one_div_of_le (Real.sqrt_pos.2 hp)
    apply Real.sqrt_le_sqrt
    have h' := mul_le_mul_of_nonneg_right h hT
    rw [show 4 * T / π = 4 / π * T by ring]
    linarith

end

end BoysAlgebraicBound
```

```lean
#print axioms BoysAlgebraicBound.boys0_lower
-- 'BoysAlgebraicBound.boys0_lower' depends on axioms: [propext, Classical.choice, Quot.sound]
#print axioms BoysAlgebraicBound.boys0_ratio_tendsto
-- 'BoysAlgebraicBound.boys0_ratio_tendsto' depends on axioms: [propext, Classical.choice, Quot.sound]
#print axioms BoysAlgebraicBound.boys0_lower_iff
-- 'BoysAlgebraicBound.boys0_lower_iff' depends on axioms: [propext, Classical.choice, Quot.sound]
```

## The derivation in Lean

`mul_boys0_sq` is the rescaling identity, taken from Mathlib's substitution rule for interval integrals; it holds for every real x. `gaussArea_tendsto` combines integrability of the Gaussian with its known half-line integral, and `gaussArea_hasDerivAt` is the fundamental theorem of calculus.

`gap_hasDerivAt` applies the quotient rule. Inside it, `hexp` rewrites the exponential of the logarithm as the inverse of (1 + c x²)√(1 + c x²), and `key` does the remaining algebra with r standing for the square root.

`single_crossing` is the concavity step. It feeds the points 1 and 1 + c v, with weights 1 − u/v and u/v, to `strictConcaveOn_log_Ioi`.

`gaussArea_lower` splits into the same two cases as above. The first uses `strictMonoOn_of_deriv_pos` on [0, x], and the second uses `strictAntiOn_of_deriv_neg` on [x, ∞). In the second case `hb` is the ceiling √π/2 on the algebraic term, and `hend` obtains g(x + 1) ≥ 0 by passing to the limit with `le_of_tendsto`.

`boys0_lower` treats T = 0 separately and otherwise cancels the factor √T. `boys0_ratio_tendsto` multiplies the limits of E(√T) and √(1/T + 4/π), then identifies the product with the desired ratio for T > 0. In `boys0_lower_iff`, the forward direction picks the T that satisfies T(4 − aπ) = 2π. There `hmono` shows that E is increasing, which keeps it below its limit, and `nlinarith` closes the contradiction after squaring. The reverse direction compares the two square roots and applies `boys0_lower`.
